# For P = (1 + n·σ)/2 with n·n = 1 and dP(u) = u·σ/2, tr(P dP(u) (1 − P) dP(v)) equals tr(P dP(u) dP(v)) − (n·u)(n·v)/4

Here n, u and v are real 3-vectors and σ is the vector of Pauli matrices. The file sets P = (1 + n·σ)/2 and dP(u) = u·σ/2, and defines `qgt` as Q(u, v) = tr(P dP(u) dP(v)). The theorem `interband_eq` states that for n·n = 1 the interband form tr(P dP(u) (1 − P) dP(v)) equals Q(u, v) − (n·u)(n·v)/4; u and v are not assumed orthogonal to n. This is 2×2 matrix algebra at a single n, with no momentum dependence, derivatives or Hamiltonian. The attempt computes tr((1 + n·σ)(u·σ)(1 + n·σ)(v·σ)) entrywise in `key`, expands the factor 1 − P into a difference of two traces, and uses `congr 1` to reduce the goal to the intraband term.

This version doesn't compile in Lean 4 with Mathlib:

```lean
import Mathlib

open Matrix Complex

namespace TwoBandQuantumGeometry

noncomputable section

/-- The Pauli matrix σx. -/
def sigmaX : Matrix (Fin 2) (Fin 2) ℂ := !![0, 1; 1, 0]

/-- The Pauli matrix σy. -/
def sigmaY : Matrix (Fin 2) (Fin 2) ℂ := !![0, -I; I, 0]

/-- The Pauli matrix σz. -/
def sigmaZ : Matrix (Fin 2) (Fin 2) ℂ := !![1, 0; 0, -1]

/-- The matrix a·σ of a real 3-vector a. -/
def pauli (a : Fin 3 → ℝ) : Matrix (Fin 2) (Fin 2) ℂ :=
  (a 0 : ℂ) • sigmaX + (a 1 : ℂ) • sigmaY + (a 2 : ℂ) • sigmaZ

/-- The band matrix P = (1 + n·σ)/2 of the Bloch vector n. -/
def proj (n : Fin 3 → ℝ) : Matrix (Fin 2) (Fin 2) ℂ := (1 / 2 : ℂ) • (1 + pauli n)

/-- The variation dP(u) = u·σ/2 of P for a variation u of the Bloch vector. -/
def dproj (u : Fin 3 → ℝ) : Matrix (Fin 2) (Fin 2) ℂ := (1 / 2 : ℂ) • pauli u

/-- The quantum geometric tensor Q(u, v) = tr(P dP(u) dP(v)). -/
def qgt (n u v : Fin 3 → ℝ) : ℂ := trace (proj n * dproj u * dproj v)

/-- The entries of a·σ and of 1 + a·σ. -/
theorem pauli_eq (a : Fin 3 → ℝ) :
    pauli a = !![(a 2 : ℂ), a 0 - I * a 1; a 0 + I * a 1, -(a 2 : ℂ)] ∧
    1 + pauli a = !![1 + (a 2 : ℂ), a 0 - I * a 1; a 0 + I * a 1, 1 - (a 2 : ℂ)] := by
  constructor <;> ext i j <;> fin_cases i <;> fin_cases j <;>
    simp [pauli, sigmaX, sigmaY, sigmaZ] <;> ring

/-- Dot and cross product of 3-vectors in Cartesian components. -/
theorem coords (a b : Fin 3 → ℝ) :
    a ⬝ᵥ b = a 0 * b 0 + a 1 * b 1 + a 2 * b 2 ∧
    (a ⨯₃ b) 0 = a 1 * b 2 - a 2 * b 1 ∧ (a ⨯₃ b) 1 = a 2 * b 0 - a 0 * b 2 ∧
    (a ⨯₃ b) 2 = a 0 * b 1 - a 1 * b 0 := by
  refine ⟨by rw [dotProduct, Fin.sum_univ_three], ?_, ?_, ?_⟩ <;> rw [cross_apply] <;>
    rfl

/-- For unit n the interband form tr(P dP(u) (1 - P) dP(v)) equals Q(u, v) - (n·u)(n·v)/4. -/
theorem interband_eq (n u v : Fin 3 → ℝ) (hn : n ⬝ᵥ n = 1) :
    trace (proj n * dproj u * (1 - proj n) * dproj v)
      = qgt n u v - (((n ⬝ᵥ u) * (n ⬝ᵥ v) / 4 : ℝ) : ℂ) := by
  -- the intraband term
  have key : trace ((1 + pauli n) * pauli u * (1 + pauli n) * pauli v)
      = ((2 * (1 - n ⬝ᵥ n) * (u ⬝ᵥ v) + 4 * ((n ⬝ᵥ u) * (n ⬝ᵥ v)) : ℝ) : ℂ) := by
    rw [(pauli_eq n).2, (pauli_eq u).1, (pauli_eq v).1, mul_fin_two, mul_fin_two, mul_fin_two,
      trace_fin_two_of]
    simp only [coords]
    apply Complex.ext <;> simp <;> ring
  rw [hn] at key
  rw [mul_sub, mul_one, sub_mul, trace_sub, qgt]
  congr 1
  simp only [proj, dproj, smul_mul_assoc, mul_smul_comm, trace_smul, smul_eq_mul]
  rw [key]
  push_cast
  ring

end

end TwoBandQuantumGeometry
```

The compiler's answer:

```
Main.lean:59:2: error: (deterministic) timeout at `whnf`, maximum number of heartbeats (200000) has been reached

Note: Use `set_option maxHeartbeats <num>` to set the limit.

Hint: Additional diagnostic information may be available using the `set_option diagnostics true` command.
```

After these edits no error is left:

```diff
@@ -56,10 +56,11 @@
     apply Complex.ext <;> simp <;> ring
   rw [hn] at key
-  rw [mul_sub, mul_one, sub_mul, trace_sub, qgt]
-  congr 1
-  simp only [proj, dproj, smul_mul_assoc, mul_smul_comm, trace_smul, smul_eq_mul]
-  rw [key]
-  push_cast
-  ring
+  have intra : trace (proj n * dproj u * proj n * dproj v)
+      = (((n ⬝ᵥ u) * (n ⬝ᵥ v) / 4 : ℝ) : ℂ) := by
+    simp only [proj, dproj, smul_mul_assoc, mul_smul_comm, trace_smul, smul_eq_mul]
+    rw [key]
+    push_cast
+    ring
+  rw [mul_sub, mul_one, sub_mul, trace_sub, intra, qgt]
 
 end
```

The single error is at line 59, the `congr 1`. There the goal equates two differences with the same first term, `trace (proj n * dproj u * dproj v)`. Splitting them leaves the intended equation between `trace (proj n * dproj u * proj n * dproj v)` and the cast of (n·u)(n·v)/4. But `congr 1` does not just hand that equation back: it first tries to close it, including by `rfl` at default transparency, which lets Lean unfold the matrix definitions and the real and complex arithmetic. The two sides are not equal by definition, since the equation depends on the hypothesis n·n = 1. The attempt could not succeed, and the unfolding used up the 200000 heartbeats in `whnf` before `congr 1` could return the goal.

The repair removes `congr 1`. The equation it was meant to leave is stated directly as `intra` and proved by the same four lines that previously followed: `simp only`, `rw [key]`, `push_cast`, `ring`. The rewrite chain moves to the end and gains `intra`, which replaces the intraband trace by the cast real number. After `qgt` is unfolded, both sides are the same expression, so the `rfl` that `rw` tries at the end closes the goal without unfolding any arithmetic.
